# The Obara–Saika recurrence for nuclear attraction integrals, from a polynomial recurrence at fixed $t$

## An integral that does not separate into $x$, $y$ and $z$

A recurrence builds the nuclear attraction integrals between a Gaussian of any Cartesian powers and an $s$-type Gaussian from values of one special function, the Boys function. Overlap integrals separate into three one-dimensional factors, but the potential $1/|\mathbf r-\mathbf C|$ couples the directions. Explicit formulas for the separate integrals lengthen quickly from $p$ to $d$ to $f$ functions, and they repeat much of the same work.

Take a primitive Gaussian on centre $\mathbf A$ with exponent $\alpha$ and Cartesian powers $a=(a_0,a_1,a_2)$, and an $s$-type Gaussian on centre $\mathbf B$ with exponent $\beta$. Put $p=\alpha+\beta$ and $\mathbf P=(\alpha\mathbf A+\beta\mathbf B)/p$. The product of the two exponentials is $K e^{-p|\mathbf r-\mathbf P|^2}$ with $K=e^{-\alpha\beta|\mathbf A-\mathbf B|^2/p}$. For a nucleus at $\mathbf C$, the integral needed is

$$
I_a=K\int \prod_l (r_l-A_l)^{a_l}\;\frac{e^{-p|\mathbf r-\mathbf P|^2}}{|\mathbf r-\mathbf C|}\,d^3r ,
$$

where $l$ runs over the three directions. The nuclear charge contributes a further constant factor, $-Z$ in atomic units.

## Trading $1/r$ for an integral over $[0,1]$

The potential can be written as a superposition of Gaussians:

$$
\frac1{|\mathbf r-\mathbf C|}=\frac{2}{\sqrt\pi}\int_0^\infty e^{-s^2|\mathbf r-\mathbf C|^2}\,ds,
\qquad s^2=\frac{p\,t^2}{1-t^2},\quad 0\le t<1 .
$$

At fixed $t$ the integrand separates again. Completing the square gives a Gaussian of exponent $q=p+s^2=p/(1-t^2)$, centred at $\mathbf Q=\mathbf P-t^2(\mathbf P-\mathbf C)$, times the factor $e^{-p|\mathbf P-\mathbf C|^2t^2}$.

In one direction, let $M_i$ be the average of $(x-A)^i$ over the normalised Gaussian of exponent $q$ centred at $Q$. The integral of a total derivative vanishes:

$$
0=\int\frac{d}{dx}\left[(x-A)^i e^{-q(x-Q)^2}\right]dx .
$$

Carrying out the derivative and writing $x-Q=(x-A)-(Q-A)$ gives

$$
M_{i+1}=(Q-A)M_i+\frac{i}{2q}M_{i-1}.
$$

Now let $u=P-A$ and $v=P-C$ in that direction. Then $Q-A=u-t^2v$ and $1/(2q)=(1-t^2)/(2p)$, so the moments are polynomials $S_i(t)$ with $S_0=1$ and

$$
S_{i+1}=(u-t^2v)S_i+\frac{i(1-t^2)}{2p}S_{i-1}. \tag{1}
$$

For $i=0$ the last term is absent.

The three Gaussian normalisations give $(\pi(1-t^2)/p)^{3/2}$, and $ds=\sqrt p\,(1-t^2)^{-3/2}dt$. The powers of $1-t^2$ cancel, which leaves $I_a=(2\pi K/p)\,V(a,0)$, where

$$
V(a,m)=\int_0^1 t^{2m}\prod_l S^{(l)}_{a_l}(t)\;e^{-Tt^2}\,dt,
\qquad T=p|\mathbf P-\mathbf C|^2 ,
$$

and $S^{(l)}$ is the sequence for direction $l$. Only $m=0$ is the physical integral; the higher orders are auxiliary.

## The recurrence and its reading in Lean

Write $1_k$ for one unit of power in direction $k$. The main theorem, `nuclear_attraction_recurrence`, says that for $p\ne0$, all real centres, all natural powers $a$, every direction $k$ and every order $m$,

$$
\begin{aligned}
2p\,V(a+1_k,m)={}&2p\big[(P_k-A_k)V(a,m)-(P_k-C_k)V(a,m+1)\big]\\
&+a_k\big[V(a-1_k,m)-V(a-1_k,m+1)\big].
\end{aligned} \tag{2}
$$

Division by $2p$ gives the usual textbook form for an $s$ function on $\mathbf B$; a second function with powers of its own adds a further term that lowers them. The condition $p\neq0$ includes the physical case $p>0$, in which the pair Gaussian decays.

The Lean objects correspond to the physics as follows.

- `osPoly p u v i t` is $S_i(t)$, defined directly by (1).
- `V p A P C a m` is $V(a,m)$. Centres are functions `Fin 3 → ℝ`, and powers are a function `Fin 3 → ℕ`. The letter $V$ here denotes the integral without its prefactor $2\pi K/p$ and without the nuclear charge.
- `Function.update a k n` is the power vector $a$ with entry $k$ replaced by $n$; it expresses both $a+1_k$ and $a-1_k$. When $a_k=0$, natural-number subtraction leaves the power at zero, and the factor $a_k$ removes the term.
- `weighted p u v R i m` is the one-dimensional integral of $t^{2m}S_i(t)R(t)$. With $R(t)=e^{-Tt^2}$, `weighted_succ` is the recurrence for a single direction.
- `boys m T` is the Boys function $F_m(T)=\int_0^1t^{2m}e^{-Tt^2}dt$.

The Lean development begins at the definition of `V`; the reduction of the spatial integral $I_a$ to $V(a,0)$ is the argument given above and is not machine-checked. The centre $\mathbf P$ is also a free variable in the theorem, not tied to $\mathbf A$ and $\mathbf B$.

The primitives are unnormalised. Each integral still has to be multiplied by the normalisation constants of its two primitives, and the first of these depends on the powers $a$; for two $s$ functions the factor is $(2\alpha/\pi)^{3/4}(2\beta/\pi)^{3/4}$.

In electronic structure calculations, (2) supplies nuclear attraction elements of the one-electron Hamiltonian, here for pairs of primitives whose second member is an $s$ function. Integrals with powers on $\mathbf B$ are combinations of these, because $r_l-B_l=(r_l-A_l)+(A_l-B_l)$.

## Where the difference between orders comes from

Multiply (1) by $2p\,t^{2m}R(t)$, with $R$ continuous, and integrate over $[0,1]$. Write $W(i,m)$ for $\int_0^1t^{2m}S_iR\,dt$. The factor $t^2$ beside $v$ raises the order by one, and

$$
t^{2m}(1-t^2)=t^{2m}-t^{2(m+1)} .
$$

Therefore

$$
\begin{aligned}
2p\,W(i+1,m)={}&2p\,[u\,W(i,m)-v\,W(i,m+1)]\\
&+i\,[W(i-1,m)-W(i-1,m+1)] .
\end{aligned}
$$

In three dimensions, fix a direction $k$ and take as weight everything in the integrand except $t^{2m}$ and the polynomial of direction $k$:

$$
R(t)=\prod_{l\ne k}S^{(l)}_{a_l}(t)\;e^{-Tt^2}.
$$

Then $V(a,m)=W(a_k,m)$, and changing $a_k$ leaves $R$ unchanged. The one-dimensional identity with $u=P_k-A_k$ and $v=P_k-C_k$ is (2).

## Boys functions as starting values

If all powers are zero, every polynomial equals one and $V(0,m)=F_m(T)$. The first step of the recurrence then gives the $p$-type integral

$$
V(1_k,m)=(P_k-A_k)F_m(T)-(P_k-C_k)F_{m+1}(T).
$$

Each step down lowers the total power by at least one and raises the order by at most one. An integral $V(a,0)$ of total power $L$ therefore needs at most $F_0,\dots,F_L$.

These values are linked by differentiation:

$$
\frac{d}{dt}\left[t^{2m+1}e^{-Tt^2}\right]
=(2m+1)t^{2m}e^{-Tt^2}-2T\,t^{2(m+1)}e^{-Tt^2}.
$$

Integrating over $[0,1]$, with no contribution from $t=0$, gives

$$
(2m+1)F_m(T)=2T\,F_{m+1}(T)+e^{-T}.
$$

One value at the highest order then determines the lower ones. For $T\ge0$ both terms on the right are non-negative, so the downward direction involves no cancellation.

## Definitions and theorems in Lean

```lean
import Mathlib

open MeasureTheory

namespace ObaraSaikaNuclear

noncomputable section

/-- The Obara-Saika polynomials `S_i(t)` of one Cartesian direction, for `p ≠ 0`;
`u` stands for `P - A` and `v` for `P - C`. -/
def osPoly (p u v : ℝ) : ℕ → ℝ → ℝ
  | 0, _ => 1
  | 1, t => u - t ^ 2 * v
  | i + 2, t => (u - t ^ 2 * v) * osPoly p u v (i + 1) t
      + ((i : ℝ) + 1) * (1 - t ^ 2) / (2 * p) * osPoly p u v i t

/-- The integral over `[0,1]` of `t^(2m) S_i(t)` with a weight `R(t)`, for `p ≠ 0` and
continuous `R`. -/
def weighted (p u v : ℝ) (R : ℝ → ℝ) (i m : ℕ) : ℝ :=
  ∫ t in (0 : ℝ)..1, t ^ (2 * m) * (osPoly p u v i t * R t)

/-- The Boys function `F_m(T)`. -/
def boys (m : ℕ) (T : ℝ) : ℝ :=
  ∫ t in (0 : ℝ)..1, t ^ (2 * m) * Real.exp (-T * t ^ 2)

/-- The auxiliary nuclear attraction integral of order `m` with Cartesian powers `a`,
without its constant prefactor, for `p ≠ 0`. -/
def V (p : ℝ) (A P C : Fin 3 → ℝ) (a : Fin 3 → ℕ) (m : ℕ) : ℝ :=
  ∫ t in (0 : ℝ)..1, t ^ (2 * m) * (∏ l, osPoly p (P l - A l) (P l - C l) (a l) t)
    * Real.exp (-(p * ∑ l, (P l - C l) ^ 2) * t ^ 2)

/-- The integrand of `V` without the factor `t^(2m)` and without the polynomial of direction `k`,
for `p ≠ 0`. -/
def spectator (p : ℝ) (A P C : Fin 3 → ℝ) (a : Fin 3 → ℕ) (k : Fin 3) : ℝ → ℝ := fun t =>
  (∏ l ∈ Finset.univ.erase k, osPoly p (P l - A l) (P l - C l) (a l) t)
    * Real.exp (-(p * ∑ l, (P l - C l) ^ 2) * t ^ 2)

/-- The recurrence of the polynomials, multiplied by `2p`, for `p ≠ 0`. -/
theorem osPoly_succ {p : ℝ} (hp : p ≠ 0) (u v t : ℝ) (i : ℕ) :
    2 * p * osPoly p u v (i + 1) t = 2 * p * ((u - t ^ 2 * v) * osPoly p u v i t)
      + i * (1 - t ^ 2) * osPoly p u v (i - 1) t := by
  cases i with
  | zero => simp [osPoly]
  | succ i =>
    have h : osPoly p u v (i + 1 + 1) t = (u - t ^ 2 * v) * osPoly p u v (i + 1) t
        + ((i : ℝ) + 1) * (1 - t ^ 2) / (2 * p) * osPoly p u v i t := rfl
    have hc : 2 * p * (((i : ℝ) + 1) * (1 - t ^ 2) / (2 * p))
        = ((i : ℝ) + 1) * (1 - t ^ 2) := by field_simp
    rw [h, Nat.add_sub_cancel]
    push_cast
    linear_combination osPoly p u v i t * hc

/-- Each `S_i(t)` is continuous in `t`. -/
theorem continuous_osPoly (p u v : ℝ) : ∀ i, Continuous (osPoly p u v i)
  | 0 => (continuous_const (y := (1 : ℝ))).congr fun _ => rfl
  | 1 => (by fun_prop : Continuous fun t : ℝ => u - t ^ 2 * v).congr fun _ => rfl
  | i + 2 =>
    (((by fun_prop : Continuous fun t : ℝ => u - t ^ 2 * v).mul
      (continuous_osPoly p u v (i + 1))).add
      ((by fun_prop : Continuous fun t : ℝ => ((i : ℝ) + 1) * (1 - t ^ 2) / (2 * p)).mul
      (continuous_osPoly p u v i))).congr fun _ => rfl

/-- The one-dimensional nuclear attraction recurrence, multiplied by `2p`, for `p ≠ 0` and any
continuous weight `R(t)`. -/
theorem weighted_succ {p : ℝ} (hp : p ≠ 0) (u v : ℝ) {R : ℝ → ℝ} (hR : Continuous R)
    (i m : ℕ) :
    2 * p * weighted p u v R (i + 1) m
      = 2 * p * (u * weighted p u v R i m - v * weighted p u v R i (m + 1))
        + i * (weighted p u v R (i - 1) m - weighted p u v R (i - 1) (m + 1)) := by
  have c : ∀ i m : ℕ, Continuous fun t : ℝ => t ^ (2 * m) * (osPoly p u v i t * R t) :=
    fun i m => (continuous_pow (2 * m)).mul ((continuous_osPoly p u v i).mul hR)
  have lin : ∀ f g h k : ℝ → ℝ, Continuous f → Continuous g → Continuous h → Continuous k →
      ∀ a b c d : ℝ, ∫ t in (0 : ℝ)..1, ((a * f t + b * g t) + (c * h t + d * k t))
        = (a * (∫ t in (0 : ℝ)..1, f t) + b * ∫ t in (0 : ℝ)..1, g t)
          + (c * (∫ t in (0 : ℝ)..1, h t) + d * ∫ t in (0 : ℝ)..1, k t) := by
    intro f g h k hf hg hh hk a b c d
    rw [intervalIntegral.integral_add, intervalIntegral.integral_add,
      intervalIntegral.integral_add, intervalIntegral.integral_const_mul,
      intervalIntegral.integral_const_mul, intervalIntegral.integral_const_mul,
      intervalIntegral.integral_const_mul] <;>
    exact Continuous.intervalIntegrable (by fun_prop) _ _
  have l := lin _ _ _ _ (c i m) (c i (m + 1)) (c (i - 1) m) (c (i - 1) (m + 1))
    (2 * p * u) (-(2 * p * v)) (i : ℝ) (-(i : ℝ))
  unfold weighted
  refine (intervalIntegral.integral_const_mul _ _).symm.trans
    ((intervalIntegral.integral_congr fun t _ => ?_).trans (l.trans ?_))
  · -- the factor 1 - t² turns into a difference of orders m and m + 1
    linear_combination t ^ (2 * m) * R t * osPoly_succ hp u v t i
  · ring

/-- Setting the power in direction `k` to `n` turns `V` into a one-dimensional integral weighted
by the spectator factor. -/
theorem V_update (p : ℝ) (A P C : Fin 3 → ℝ) (a : Fin 3 → ℕ) (k : Fin 3) (n m : ℕ) :
    V p A P C (Function.update a k n) m
      = weighted p (P k - A k) (P k - C k) (spectator p A P C a k) n m := by
  unfold V weighted spectator
  refine intervalIntegral.integral_congr fun t _ => ?_
  rw [← Finset.mul_prod_erase Finset.univ _ (Finset.mem_univ k), Function.update_self,
    Finset.prod_congr rfl fun l hl => by
      rw [Function.update_of_ne (Finset.ne_of_mem_erase hl)]]
  ring

/-- The Obara-Saika nuclear attraction recurrence in direction `k`, multiplied by `2p`, for
`p ≠ 0`: it raises the Cartesian power `a k` by one. -/
theorem nuclear_attraction_recurrence {p : ℝ} (hp : p ≠ 0) (A P C : Fin 3 → ℝ)
    (a : Fin 3 → ℕ) (k : Fin 3) (m : ℕ) :
    2 * p * V p A P C (Function.update a k (a k + 1)) m
      = 2 * p * ((P k - A k) * V p A P C a m - (P k - C k) * V p A P C a (m + 1))
        + a k * (V p A P C (Function.update a k (a k - 1)) m
          - V p A P C (Function.update a k (a k - 1)) (m + 1)) := by
  have e : ∀ m, V p A P C a m
      = weighted p (P k - A k) (P k - C k) (spectator p A P C a k) (a k) m := fun m => by
    have h := V_update p A P C a k (a k) m
    rwa [Function.update_eq_self] at h
  have hR : Continuous (spectator p A P C a k) :=
    (continuous_finsetProd _ fun l _ => continuous_osPoly _ _ _ (a l)).mul (by fun_prop)
  rw [V_update, V_update, V_update, e m, e (m + 1)]
  exact weighted_succ hp _ _ hR _ _

/-- With all Cartesian powers zero, `V` is the Boys function at `T = p |P - C|²`. -/
theorem V_zero (p : ℝ) (A P C : Fin 3 → ℝ) (m : ℕ) :
    V p A P C 0 m = boys m (p * ∑ l, (P l - C l) ^ 2) := by
  simp [V, boys, osPoly]

/-- The downward recursion of the Boys function, multiplied by `2m + 1`. -/
theorem boys_downward (m : ℕ) (T : ℝ) :
    (2 * m + 1) * boys m T = 2 * T * boys (m + 1) T + Real.exp (-T) := by
  have hd : ∀ t : ℝ, HasDerivAt (fun t => t ^ (2 * m + 1) * Real.exp (-T * t ^ 2))
      ((2 * m + 1) * (t ^ (2 * m) * Real.exp (-T * t ^ 2))
        - 2 * T * (t ^ (2 * (m + 1)) * Real.exp (-T * t ^ 2))) t := by
    intro t
    have h1 : HasDerivAt (fun t : ℝ => t ^ (2 * m + 1)) ((2 * m + 1) * t ^ (2 * m)) t :=
      (hasDerivAt_pow (2 * m + 1) t).congr_deriv (by simp)
    have h2 : HasDerivAt (fun t => Real.exp (-T * t ^ 2))
        (Real.exp (-T * t ^ 2) * (-T * (2 * t))) t :=
      ((hasDerivAt_pow 2 t).const_mul (-T)).exp.congr_deriv (by simp)
    exact (h1.fun_mul h2).congr_deriv (by ring)
  -- integrate the derivative over [0,1]
  have h := intervalIntegral.integral_eq_sub_of_hasDerivAt (a := 0) (b := 1)
    (fun t _ => hd t) (Continuous.intervalIntegrable (by fun_prop) _ _)
  have l : ∫ t in (0 : ℝ)..1, ((2 * m + 1) * (t ^ (2 * m) * Real.exp (-T * t ^ 2))
      - 2 * T * (t ^ (2 * (m + 1)) * Real.exp (-T * t ^ 2)))
      = (2 * m + 1) * boys m T - 2 * T * boys (m + 1) T := by
    unfold boys
    rw [intervalIntegral.integral_sub, intervalIntegral.integral_const_mul,
      intervalIntegral.integral_const_mul] <;>
    exact Continuous.intervalIntegrable (by fun_prop) _ _
  rw [l] at h
  simp only [one_pow, mul_one, one_mul, zero_pow (Nat.succ_ne_zero (2 * m)), zero_mul,
    sub_zero] at h
  linear_combination h

end

end ObaraSaikaNuclear
```

```lean
#print axioms ObaraSaikaNuclear.nuclear_attraction_recurrence
-- 'ObaraSaikaNuclear.nuclear_attraction_recurrence' depends on axioms: [propext, Classical.choice, Quot.sound]
#print axioms ObaraSaikaNuclear.V_zero
-- 'ObaraSaikaNuclear.V_zero' depends on axioms: [propext, Classical.choice, Quot.sound]
#print axioms ObaraSaikaNuclear.boys_downward
-- 'ObaraSaikaNuclear.boys_downward' depends on axioms: [propext, Classical.choice, Quot.sound]
```

## From the polynomial identity to three dimensions

`osPoly_succ` restates the definition as a single identity for all $i$, multiplied by $2p$. The definition has separate cases for $0$, $1$ and $i+2$, so the proof splits on whether the index is zero. In the successor case, `hc` cancels $2p$ against the denominator; this is where $p\neq0$ enters. `linear_combination` then finishes the algebra.

`continuous_osPoly` follows the same three cases and shows that each $S_i$ is continuous. Continuity makes the integrands integrable on $[0,1]$, which is required for splitting an integral of a sum.

`weighted_succ` is the integration step. The auxiliary statement `lin` is linearity for a combination of four integrals, and `l` applies it with coefficients $2pu$, $-2pv$, $i$ and $-i$. The `refine` line moves the factor $2p$ inside the integral on the left, compares the integrands pointwise, and then uses `l`. The pointwise comparison is `osPoly_succ` multiplied by $t^{2m}R(t)$, exactly as in the derivation above.

`V_update` separates direction $k$ from the others. `Finset.mul_prod_erase` takes the factor for $k$ out of the product, and `Function.update_of_ne` shows that the remaining factors keep their powers. What remains is `spectator`, the weight $R$ of the derivation.

In `nuclear_attraction_recurrence`, the statement `e` handles the terms in which $a$ is unchanged, by regarding $a$ as itself updated with its own entry $a_k$. `hR` proves that the spectator weight is continuous. After every $V$ has been rewritten as a one-dimensional integral, `weighted_succ` closes the goal.

`V_zero` follows by simplification. In `boys_downward`, `hd` is the derivative displayed above, assembled from the derivatives of the power and the exponential. The fundamental theorem of calculus turns its integral into boundary values, and `l` identifies the two integrals as Boys functions.

## Attraction by an error-function potential

The same argument handles the potential $\operatorname{erf}(\omega r)/r$ with $\omega>0$, where $r$ is the distance from $\mathbf C$. It is the potential of a unit charge spread out in proportion to $e^{-\omega^2r^2}$, a model of a nucleus of finite size. Its Gaussian superposition stops at $s=\omega$, so the integral over $t$ stops at

$$
\tau=\frac{\omega}{\sqrt{p+\omega^2}} .
$$

The identity (1) holds at each $t$, and integrating it over $[0,\tau]$ gives (2) with the same coefficients. Only the starting values change: substituting $t=\tau t'$ turns them into $\tau^{2m+1}F_m(\tau^2T)$.
